# When a Cartesian gradient comes from redundant internal coordinates, the Penrose inverse finds the shortest internal gradient that reproduces it

Let $B$ be a real matrix that maps Cartesian displacements to first-order changes of the internal coordinates. Put $G=BB^{\mathsf T}$, and let $X$ be a generalized inverse of $G$ in the sense of Penrose, usually written $G^+$. If a Cartesian gradient $g$ lies in the range of $B^{\mathsf T}$, then the internal gradient $y=XBg$ satisfies
$$B^{\mathsf T}y=g,\qquad Py=y,\qquad P=GX.$$
Any other internal gradient $f$ with $B^{\mathsf T}f=g$ obeys $Pf=y$ and $|f|^2=|y|^2+|f-y|^2$, so $y$ is the shortest of them.

A geometry optimizer in redundant coordinates can use this transformation to convert the gradient from an electronic-structure calculation. The result covers the linear step at one fixed geometry, not the curvilinear displacement that follows.

## Coordinates, gradients and the generalized inverse

Index the internal coordinates by $i\in m$ and the Cartesian coordinates by $j\in n$, both finite sets. With internal coordinates $q_i$ and Cartesian coordinates $x_j$, the Wilson matrix has entries $B_{ij}=\partial q_i/\partial x_j$. If the energy depends on the positions only through the $q_i$, the chain rule gives
$$g_j=\frac{\partial E}{\partial x_j}=\sum_i B_{ij}\,\frac{\partial E}{\partial q_i},$$
which is $g=B^{\mathsf T}f$ with $f_i=\partial E/\partial q_i$. This is the physical origin of the range condition. When the coordinates are redundant, $B^{\mathsf T}$ has a nonzero kernel and $g$ does not determine $f$.

In Lean 4 with Mathlib:

```lean
import Mathlib

open Matrix

namespace RedundantInternalGradient

noncomputable section

variable {m n : Type*} [Fintype m] [Fintype n]
```

Redundancy also makes $G$ singular, so an ordinary inverse is not available. The matrix $X$ is instead required to satisfy
$$GXG=G,\quad XGX=X,\quad (GX)^{\mathsf T}=GX,\quad (XG)^{\mathsf T}=XG.$$

```lean
/-- The four Penrose conditions for `X` to be the generalized inverse of a square matrix `G`. -/
structure IsPenroseInverse (G X : Matrix m m ℝ) : Prop where
  inner_inv : G * X * G = G
  outer_inv : X * G * X = X
  left_symm : (G * X)ᵀ = G * X
  right_symm : (X * G)ᵀ = X * G
```

The structure `IsPenroseInverse` holds these four equations as a property of a given pair of matrices. That every real matrix has such an inverse is standard linear algebra; here $X$ enters as a hypothesis.

The matrix to be inverted is $G=BB^{\mathsf T}$. It contains no atomic masses, unlike the $G$ matrix of vibrational spectroscopy, which has inverse masses between the two factors.

```lean
/-- The matrix `G = B Bᵀ` of a Wilson matrix `B`, which maps Cartesian displacements to
changes of the internal coordinates. -/
def wilsonG (B : Matrix m n ℝ) : Matrix m m ℝ := B * Bᵀ
```

The internal gradient is $y=XBg$, evaluated from right to left: first $Bg$, then its product with $X$.

```lean
/-- The internal gradient `y = X B g` built from the Cartesian gradient `g`, where `X` stands
for the generalized inverse of `G`. -/
def internalGradient (B : Matrix m n ℝ) (X : Matrix m m ℝ) (g : n → ℝ) : m → ℝ :=
  X *ᵥ (B *ᵥ g)
```

The matrix $P=GX$ acts on internal gradients. The third Penrose condition makes it symmetric, and the first gives $P^2=GXGX=GX=P$, so it is an orthogonal projector.

```lean
/-- The matrix `P = G X` that acts on internal gradients. -/
def redundancyProjector (B : Matrix m n ℝ) (X : Matrix m m ℝ) : Matrix m m ℝ :=
  wilsonG B * X
```

In the code a vector is a function such as `g : n → ℝ`, `*ᵥ` is matrix times vector, and `⬝ᵥ` is the plain dot product. No derivative is taken: `B` is an arbitrary real matrix, and its reading as a Jacobian is supplied by the physics.

## Work is the same in both descriptions

For an internal gradient $f$ and a Cartesian displacement $d$, exchanging the two finite sums gives
$$(B^{\mathsf T}f)\cdot d=\sum_j\sum_i B_{ij}f_i d_j=\sum_i f_i\sum_j B_{ij}d_j=f\cdot(Bd).$$
Both sides are the first-order energy change, that is, the work done against the forces.

```lean
/-- The first-order work of an internal gradient `f` along a Cartesian displacement `d` is the
same in Cartesian and in internal coordinates. -/
theorem work_eq (B : Matrix m n ℝ) (f : m → ℝ) (d : n → ℝ) :
    (Bᵀ *ᵥ f) ⬝ᵥ d = f ⬝ᵥ (B *ᵥ d) := by
  rw [Matrix.mulVec_transpose, Matrix.dotProduct_mulVec]
```

## A symmetric matrix commutes with its Penrose inverse

Let $G$ be symmetric. The two symmetry conditions on $X$ then read $X^{\mathsf T}G=GX$ and $GX^{\mathsf T}=XG$. Inserting $G=GXG$ gives
$$GX=X^{\mathsf T}G=X^{\mathsf T}GXG=(GX)(GX^{\mathsf T})=(GXG)X^{\mathsf T}=GX^{\mathsf T}=XG.$$

```lean
/-- A symmetric matrix commutes with its Penrose inverse. -/
theorem penrose_comm {G X : Matrix m m ℝ} (hG : Gᵀ = G) (h : IsPenroseInverse G X) :
    G * X = X * G := by
  have h1 : Xᵀ * G = G * X := by
    have := h.left_symm
    rwa [Matrix.transpose_mul, hG] at this
  have h2 : G * Xᵀ = X * G := by
    have := h.right_symm
    rwa [Matrix.transpose_mul, hG] at this
  calc G * X = Xᵀ * G := h1.symm
    _ = Xᵀ * (G * X * G) := by rw [h.inner_inv]
    _ = (Xᵀ * G) * (X * G) := by simp only [Matrix.mul_assoc]
    _ = (G * X) * (G * Xᵀ) := by rw [h1, h2]
    _ = (G * X * G) * Xᵀ := by simp only [Matrix.mul_assoc]
    _ = X * G := by rw [h.inner_inv, h2]
```

The facts `h1` and `h2` are the two transposed conditions, and the `calc` block follows the displayed chain.

The lemma applies to the matrix in use, because $(BB^{\mathsf T})^{\mathsf T}=BB^{\mathsf T}$.

```lean
omit [Fintype m] in
/-- The matrix `G = B Bᵀ` is symmetric. -/
theorem wilsonG_symm (B : Matrix m n ℝ) : (wilsonG B)ᵀ = wilsonG B := by
  rw [wilsonG, Matrix.transpose_mul, Matrix.transpose_transpose]
```

## What the internal gradient misses is invisible to the coordinates

Take any Cartesian gradient $g$, in the range of $B^{\mathsf T}$ or not, and let $r=g-B^{\mathsf T}y$ be the part that $y$ fails to reproduce. Then
$$Br=Bg-BB^{\mathsf T}XBg=-(GXB-B)g.$$
Write $D=GXB-B$. The first Penrose condition gives
$$DB^{\mathsf T}=GXG-G=0.$$
Since $D^{\mathsf T}=B^{\mathsf T}(GX)^{\mathsf T}-B^{\mathsf T}$ begins with $B^{\mathsf T}$ in both terms, $DD^{\mathsf T}=0$ as well. The diagonal entries of $DD^{\mathsf T}$ are the squared lengths of the rows of $D$, so $D=0$ and therefore $Br=0$.

```lean
/-- For any Cartesian gradient `g`, the part `g - Bᵀ y` missed by the internal gradient `y`
is a Cartesian vector that changes no internal coordinate to first order. -/
theorem residual_invisible {B : Matrix m n ℝ} {X : Matrix m m ℝ}
    (h : IsPenroseInverse (wilsonG B) X) (g : n → ℝ) :
    B *ᵥ (g - Bᵀ *ᵥ internalGradient B X g) = 0 := by
  -- D = G X B - B satisfies D Bᵀ = 0, hence D Dᵀ = 0 and D = 0
  have hD : (wilsonG B * X * B - B) * Bᵀ = 0 := by
    rw [Matrix.sub_mul, Matrix.mul_assoc (wilsonG B * X) B Bᵀ]
    exact sub_eq_zero.mpr h.inner_inv
  have hT : (wilsonG B * X * B - B)ᵀ = Bᵀ * (wilsonG B * X)ᵀ - Bᵀ := by
    rw [Matrix.transpose_sub, Matrix.transpose_mul]
  have hDD : (wilsonG B * X * B - B) * (wilsonG B * X * B - B)ᵀ = 0 := by
    rw [hT, Matrix.mul_sub, ← Matrix.mul_assoc _ Bᵀ, hD, Matrix.zero_mul, sub_zero]
  rw [← Matrix.conjTranspose_eq_transpose_of_trivial,
    Matrix.self_mul_conjTranspose_eq_zero] at hDD
  have e : B *ᵥ (Bᵀ *ᵥ (X *ᵥ (B *ᵥ g))) = (wilsonG B * X * B) *ᵥ g := by
    simp only [wilsonG, Matrix.mulVec_mulVec, Matrix.mul_assoc]
  rw [internalGradient, Matrix.mulVec_sub, e, sub_eq_zero.mp hDD, sub_self]
```

The steps `hD` and `hDD` are the two vanishing products. The passage from $DD^{\mathsf T}=0$ to $D=0$ is Mathlib's `Matrix.self_mul_conjTranspose_eq_zero`; for real matrices the conjugate transpose is the transpose.

## Recovery means no work along invisible displacements

The range condition has an equivalent that can be read physically: $B^{\mathsf T}y=g$ holds exactly when $g\cdot d=0$ for every $d$ with $Bd=0$.

If $B^{\mathsf T}y=g$ and $Bd=0$, then $g\cdot d=(B^{\mathsf T}y)\cdot d=y\cdot(Bd)=0$. Conversely, suppose that $g$ does no work along such displacements. The residual $r$ is one of them, so
$$r\cdot r=g\cdot r-(B^{\mathsf T}y)\cdot r=0-y\cdot(Br)=0,$$
and $r=0$.

```lean
/-- The internal gradient reproduces the Cartesian gradient `g` exactly when `g` does no work
along displacements that leave all internal coordinates unchanged to first order. -/
theorem recovers_iff_no_work {B : Matrix m n ℝ} {X : Matrix m m ℝ}
    (h : IsPenroseInverse (wilsonG B) X) (g : n → ℝ) :
    Bᵀ *ᵥ internalGradient B X g = g ↔ ∀ d, B *ᵥ d = 0 → g ⬝ᵥ d = 0 := by
  constructor
  · intro hy d hd
    rw [← hy, work_eq, hd, dotProduct_zero]
  · intro hg
    have hr := residual_invisible h g
    -- the residual is orthogonal to itself
    have h0 : (g - Bᵀ *ᵥ internalGradient B X g) ⬝ᵥ
        (g - Bᵀ *ᵥ internalGradient B X g) = 0 := by
      rw [sub_dotProduct, hg _ hr, work_eq, hr, dotProduct_zero, sub_zero]
    exact (sub_eq_zero.mp (dotProduct_self_eq_zero.mp h0)).symm
```

A uniform translation changes no distance or angle within a molecule, so a gradient with a net force cannot be recovered from such coordinates. The same holds for a net torque. The exact gradient of an isolated molecule has neither, but an external field or numerical error can produce them. A coordinate set that omits an internal motion fails too, if the energy has a slope along that motion.

## The projector leaves the internal gradient alone

Since $GX=XG$ and $XGX=X$,
$$Py=GX\,XBg=XGX\,Bg=XBg=y.$$
This needs no condition on $g$.

```lean
/-- The internal gradient is left unchanged by `P = G X`, for any Cartesian gradient. -/
theorem projector_fixes {B : Matrix m n ℝ} {X : Matrix m m ℝ}
    (h : IsPenroseInverse (wilsonG B) X) (g : n → ℝ) :
    redundancyProjector B X *ᵥ internalGradient B X g = internalGradient B X g := by
  have k : wilsonG B * X * X = X := by
    rw [penrose_comm (wilsonG_symm B) h, h.outer_inv]
  rw [internalGradient, redundancyProjector, Matrix.mulVec_mulVec, k]
```

The auxiliary equation `k` is $GXX=X$, obtained from the commutation lemma and the second Penrose condition.

## The shortest gradient among all that reproduce $g$

Let $g=B^{\mathsf T}f_0$ for some $f_0$. If $Bd=0$, then $g\cdot d=f_0\cdot(Bd)=0$, and the recovery criterion gives $B^{\mathsf T}y=g$. The equation $Py=y$ is already known.

Now let $f$ be any internal gradient with $B^{\mathsf T}f=g$. The projector takes it to $y$:
$$Pf=GXf=XGf=XB(B^{\mathsf T}f)=XBg=y.$$
For the lengths, write $y=Py=B(B^{\mathsf T}Xy)=Bw$ with $w=B^{\mathsf T}Xy$. Because $B^{\mathsf T}(f-y)=g-g=0$,
$$(f-y)\cdot y=(f-y)\cdot(Bw)=\bigl(B^{\mathsf T}(f-y)\bigr)\cdot w=0.$$
Expanding $f=y+(f-y)$ then gives $|f|^2=|y|^2+|f-y|^2$. Hence $|f|\ge|y|$, with equality only for $f=y$.

```lean
/-- If the Cartesian gradient `g` lies in the range of `Bᵀ`, then `y = X B g` satisfies
`Bᵀ y = g` and `P y = y`. Any `f` with `Bᵀ f = g` is projected by `P` onto `y`, and its squared
length exceeds that of `y` by the squared length of `f - y`. -/
theorem internal_gradient_transformation {B : Matrix m n ℝ} {X : Matrix m m ℝ}
    (h : IsPenroseInverse (wilsonG B) X) {g : n → ℝ} (hg : g ∈ Set.range Bᵀ.mulVec) :
    Bᵀ *ᵥ internalGradient B X g = g ∧
    redundancyProjector B X *ᵥ internalGradient B X g = internalGradient B X g ∧
    ∀ f, Bᵀ *ᵥ f = g →
      redundancyProjector B X *ᵥ f = internalGradient B X g ∧
      f ⬝ᵥ f = internalGradient B X g ⬝ᵥ internalGradient B X g +
        (f - internalGradient B X g) ⬝ᵥ (f - internalGradient B X g) := by
  have hy : Bᵀ *ᵥ internalGradient B X g = g := by
    rw [recovers_iff_no_work h]
    obtain ⟨f, rfl⟩ := hg
    intro d hd
    rw [work_eq, hd, dotProduct_zero]
  have hP := projector_fixes h g
  refine ⟨hy, hP, fun f hf => ⟨?_, ?_⟩⟩
  · rw [← hf, internalGradient, redundancyProjector, penrose_comm (wilsonG_symm B) h]
    simp only [wilsonG, Matrix.mulVec_mulVec]
  · -- y = B w for some w, while Bᵀ (f - y) = 0
    have hw : B *ᵥ (Bᵀ *ᵥ (X *ᵥ internalGradient B X g)) = internalGradient B X g := by
      have e : B *ᵥ (Bᵀ *ᵥ (X *ᵥ internalGradient B X g)) =
          redundancyProjector B X *ᵥ internalGradient B X g := by
        simp only [redundancyProjector, wilsonG, Matrix.mulVec_mulVec, Matrix.mul_assoc]
      exact e.trans hP
    have h0 : (f - internalGradient B X g) ⬝ᵥ internalGradient B X g = 0 := by
      have := work_eq B (f - internalGradient B X g)
        (Bᵀ *ᵥ (X *ᵥ internalGradient B X g))
      rw [hw, Matrix.mulVec_sub, hf, hy, sub_self, zero_dotProduct] at this
      exact this.symm
    have hc := dotProduct_comm f (internalGradient B X g)
    simp only [sub_dotProduct, dotProduct_sub] at h0 ⊢
    linarith
```

The hypothesis `h` says that `X` is a Penrose inverse of `wilsonG B`, and `hg` says that `g` is $B^{\mathsf T}$ times some vector. The conclusion joins three statements: recovery of `g`, invariance of $y$ under $P$, and, for every `f` that reproduces `g`, the projection and the length identity. Squared lengths are written as dot products such as `f ⬝ᵥ f`.

In the proof, `hy` is the recovery step, `hw` is $Bw=y$, and `h0` is the orthogonality, obtained from `work_eq`. The final `linarith` combines the expanded dot products.

"Shortest" refers to the plain sum of squares over the internal coordinates. When distances and angles are mixed, this length depends on the chosen units, and so in general does the $y$ that is selected.

## Three atoms on a line with all three distances

Let atoms 1, 2 and 3 lie in this order on a line and move only along it. The distances 1-2, 2-3 and 1-3 are redundant, because the third is the sum of the first two. In the code, the indices 0, 1, 2 of `Fin 3` stand for atoms 1, 2, 3 in the columns and for the three distances in the rows:
$$B=\begin{pmatrix}-1&1&0\\0&-1&1\\-1&0&1\end{pmatrix},\qquad
G=\begin{pmatrix}2&-1&1\\-1&2&1\\1&1&2\end{pmatrix}.$$

```lean
/-- The Wilson matrix of three atoms on a line, with the distances 1-2, 2-3 and 1-3 as
internal coordinates. -/
def chainB : Matrix (Fin 3) (Fin 3) ℝ := !![-1, 1, 0; 0, -1, 1; -1, 0, 1]
```

Multiplying out gives $G^2=3G$. The choice $X=G/9$ therefore satisfies $GXG=G^3/9=G$ and $XGX=G^3/81=G/9=X$, and both $GX$ and $XG$ equal the symmetric matrix $G/3$.

```lean
/-- The candidate generalized inverse of `G` for the three-atom chain. -/
def chainX : Matrix (Fin 3) (Fin 3) ℝ :=
  !![2/9, -1/9, 1/9; -1/9, 2/9, 1/9; 1/9, 1/9, 2/9]
```

Suppose that the energy depends only on the 1-3 distance, with unit slope. The internal gradient written down from this energy is $f=(0,0,1)$, and the Cartesian gradient is $g=B^{\mathsf T}f=(-1,0,1)$. The transformation gives
$$Bg=(1,1,2),\qquad y=XBg=\tfrac19(3,3,6)=\left(\tfrac13,\tfrac13,\tfrac23\right).$$
Going back, $B^{\mathsf T}y=\left(-\tfrac13-\tfrac23,\ \tfrac13-\tfrac13,\ \tfrac13+\tfrac23\right)=(-1,0,1)$, as required. The squared lengths are $|f|^2=1$, $|y|^2=\tfrac23$ and $|f-y|^2=\tfrac13$. The slope along one distance has been spread over all three without changing any Cartesian component.

```lean
/-- For the three-atom chain `chainX` meets the Penrose conditions, the Cartesian gradient
`(-1, 0, 1)` comes from the internal gradient `(0, 0, 1)`, and `X B g` is `(1/3, 1/3, 2/3)`. -/
theorem chain_witness :
    IsPenroseInverse (wilsonG chainB) chainX ∧
    chainBᵀ *ᵥ ![0, 0, 1] = ![-1, 0, 1] ∧
    internalGradient chainB chainX ![-1, 0, 1] = ![1/3, 1/3, 2/3] := by
  have hG : wilsonG chainB = !![2, -1, 1; -1, 2, 1; 1, 1, 2] := by
    ext i j
    fin_cases i <;> fin_cases j <;>
      simp [wilsonG, chainB, Matrix.mul_apply, Fin.sum_univ_three] <;> norm_num
  refine ⟨?_, ?_, ?_⟩
  · rw [hG]
    constructor <;> ext i j <;> fin_cases i <;> fin_cases j <;>
      simp [chainX, Matrix.mul_apply, Fin.sum_univ_three] <;> norm_num
  · ext i
    fin_cases i <;> simp [chainB, Matrix.mulVec, dotProduct, Fin.sum_univ_three]
  · ext i
    fin_cases i <;>
      simp [internalGradient, chainB, chainX, Matrix.mulVec, dotProduct,
        Fin.sum_univ_three] <;> norm_num

end

end RedundantInternalGradient
```

The theorem `chain_witness` confirms the Penrose conditions, the origin of $g$ and the value of $y$, entry by entry.

A gradient with a net force behaves differently. For $g=(0,0,1)$ the same arithmetic gives $y=\left(0,\tfrac13,\tfrac13\right)$ and $B^{\mathsf T}y=\left(-\tfrac13,-\tfrac13,\tfrac23\right)$. The residual $\left(\tfrac13,\tfrac13,\tfrac13\right)$ is a uniform translation.

## The transformation in an optimization code

In NumPy notation the step is `y = pinv(B @ B.T) @ B @ g`. The numerical pseudoinverse treats eigenvalues of $G$ below a threshold as zero. If a small but genuine eigenvalue is discarded, $GXG=G$ no longer holds and recovery is no longer guaranteed. The norm of `g - B.T @ y` is a cheap diagnostic: a value well above rounding error points to a net force or torque, an incomplete coordinate set, or a badly chosen threshold. If the threshold is too small, an eigenvalue that is zero except for rounding gets inverted, and its huge reciprocal can amplify rounding errors in `y`. A small residual does not by itself show that `y` is the shortest, because every $f$ with $B^{\mathsf T}f=g$ passes the same test.

```lean
#print axioms RedundantInternalGradient.internal_gradient_transformation
```

```
'RedundantInternalGradient.internal_gradient_transformation' depends on axioms: [propext, Classical.choice, Quot.sound]
```
